# In the Hartree-Fock electron gas, the velocity diverges logarithmically and the density of states vanishes as the Fermi surface is approached from inside

## A term of the form s ln s

As s → 0⁺, the function s ln s tends to zero, but its slope ln s + 1 tends to −∞. Such a term appears in the Hartree-Fock energy of an electron in the three-dimensional uniform electron gas, where s is the distance of its wavenumber below the Fermi wavenumber kF, divided by kF. The gas is taken to be unpolarised, with plane waves as orbitals, filled up to kF for both spins. The energy stays finite at the Fermi surface, while the velocity, which is its slope, does not.

Let x = k/kF and measure energies in units of ħ²kF²/m. For 0 < x < 1 the level is

E(x) = x²/2 − c (1/2 + (1−x²)/(4x) · L(x)), with L(x) = ln((1+x)/(1−x)).

The first term is kinetic energy. The second is exchange with the electrons of equal spin in the filled Fermi sphere. The constant c, which is not the speed of light, measures Coulomb exchange against kinetic energy: c = 2/(π a₀ kF), with a₀ the Bohr radius, so it grows as the gas is diluted.

Write Λ(x) = ln(1/(1−x)). The claim is that, as x → 1⁻,

E′(x)/Λ(x) → c/2,

and that for c > 0 also 1/E′(x) → 0. The density of states then vanishes like 1/Λ(x).

## The slope and its logarithm

The two factors of the exchange term have the derivatives

L′(x) = 2/(1−x²),

d/dx [(1−x²)/(4x)] = −(1+x²)/(4x²).

The product rule gives

E′(x) = x + c ((1+x²)/(4x²) · L(x) − 1/(2x)).

Since L(0) = 0 and L′ ≥ 2 on [0,1), we have L(x) ≥ 2x. The bracket is therefore at least (1+x²)/(2x) − 1/(2x) = x/2, and for c ≥ 0 the slope is positive.

Now split L(x) = ln(1+x) + Λ(x). The coefficient of Λ(x) in E′ is c(1+x²)/(4x²), which exceeds c/2 by c(1−x)(1+x)/(4x²). Hence

E′(x) − (c/2)Λ(x) = x + c ((1+x²)/(4x²) · ln(1+x) − 1/(2x)) + c (1+x)/(4x²) · (1−x)Λ(x).

With 1−x = e^(−t), the product (1−x)Λ(x) is t e^(−t), which tends to zero as t → ∞. The other terms are continuous at x = 1, so

E′(x) − (c/2)Λ(x) → 1 + (c/2)(ln 2 − 1).

Dividing by Λ(x), which tends to infinity, gives E′/Λ → c/2. For c > 0, 1/E′ is Λ/E′, which tends to 2/c, divided by Λ; it tends to zero.

With both spins counted, the number of states per volume below x is N(x) = x³/(3π²) in units of kF³, so N′(x) = x²/π². The density of states D = N′/E′ satisfies

D(x)Λ(x) = (x²/π²)/(E′(x)/Λ(x)) → 2/(π²c),

and therefore D(x) → 0. At c = 0 the slope is x and D(x) = x/π², which tends to 1/π² instead.

## Ten per cent below the Fermi wavenumber

Take c = 1 and x = 0.9. Then L = ln 19 ≈ 2.944 and (1+x²)/(4x²) = 1.81/3.24 ≈ 0.5586, so

E′(0.9) ≈ 0.9 + 1.645 − 0.556 = 1.989.

Here Λ = ln 10 ≈ 2.303. The ratio E′/Λ is about 0.86, still far from its limit 0.5, but the difference E′ − Λ/2 ≈ 0.838 is already close to its limit 1 + (ln 2 − 1)/2 ≈ 0.847. The density of states is 0.81/(1.989 π²) ≈ 0.041, against 0.091 without exchange.

## Energy, state count and density of states

```lean
import Mathlib

open Filter Topology

namespace HartreeFockFermiSurface

noncomputable section
```

The level is a real function of two real arguments, the exchange strength `c` and the reduced wavenumber `x`.

```lean
/-- Hartree-Fock single-particle energy of the electron gas at wavenumber `x` (in units of the
Fermi wavenumber, `0 < x < 1`), with exchange strength `c`. -/
def hfEnergy (c x : ℝ) : ℝ :=
  x ^ 2 / 2 - c * (1 / 2 + (1 - x ^ 2) / (4 * x) * Real.log ((1 + x) / (1 - x)))
```

This definition is where the physics enters. That the exchange integral over the filled sphere, with the bare Coulomb interaction, yields this expression is assumed and not derived. The infinite volume, the zero temperature and the uniform neutralising background are built into it as well.

```lean
/-- Number of states per unit volume, both spins counted, with wavenumber below `x ≥ 0`. -/
def stateCount (x : ℝ) : ℝ := x ^ 3 / (3 * Real.pi ^ 2)
```

The velocity is `deriv (hfEnergy c) x`, in units of ħkF/m. The density of states is defined as a quotient of two derivatives at the same wavenumber, in units of m kF/ħ².

```lean
/-- Density of states `dN/dE` at the level of wavenumber `x`, the ratio of `dN/dx` to `dE/dx`, for
`c ≥ 0` and `0 < x < 1`. -/
def densityOfStates (c x : ℝ) : ℝ := deriv stateCount x / deriv (hfEnergy c) x
```

Another model would count states by energy: invert E on (0,1) and differentiate N(x(ε)) with respect to the energy ε. For c ≥ 0 the positive slope makes the inverse available, and the chain rule returns the same quotient. The quotient would then be a theorem, at the cost of an inverse-function argument, and the limits would be taken as ε approaches the Fermi energy (1−c)/2 from below.

## A positive velocity inside the sphere

The closed form of E′ holds for every real `c` and every 0 < x < 1. The proof assembles it as above: `hL` is the derivative of the logarithm, `hA` that of its prefactor, and `hS` that of the kinetic energy. Once the logarithm is replaced by a plain variable, `field_simp` and `ring` identify the assembled expression with the stated one.

```lean
/-- The Hartree-Fock velocity `dE/dx` inside the Fermi sphere, in closed form. -/
theorem hasDerivAt_hfEnergy (c : ℝ) {x : ℝ} (h0 : 0 < x) (h1 : x < 1) :
    HasDerivAt (hfEnergy c)
      (x + c * ((1 + x ^ 2) / (4 * x ^ 2) * Real.log ((1 + x) / (1 - x)) - 1 / (2 * x))) x := by
  have hx : x ≠ 0 := h0.ne'
  have hm : 1 - x ≠ 0 := by linarith
  have hp : 1 + x ≠ 0 := by linarith
  -- the logarithm
  have hq : HasDerivAt (fun y : ℝ => (1 + y) / (1 - y))
      ((1 * (1 - x) - (1 + x) * (-1)) / (1 - x) ^ 2) x :=
    ((hasDerivAt_id' x).const_add 1).fun_div ((hasDerivAt_id' x).const_sub 1) hm
  have hL : HasDerivAt (fun y : ℝ => Real.log ((1 + y) / (1 - y)))
      (2 / ((1 - x) * (1 + x))) x :=
    (hq.log (div_ne_zero hp hm)).congr_deriv (by field_simp; ring)
  -- its prefactor
  have hn : HasDerivAt (fun y : ℝ => 1 - y ^ 2) (-(2 * x)) x := by
    simpa using (hasDerivAt_pow 2 x).const_sub 1
  have hd : HasDerivAt (fun y : ℝ => 4 * y) 4 x := by
    simpa using (hasDerivAt_id' x).const_mul 4
  have hA := hn.fun_div hd (by positivity)
  -- the kinetic energy
  have hS : HasDerivAt (fun y : ℝ => y ^ 2 / 2) x x :=
    ((hasDerivAt_pow 2 x).div_const 2).congr_deriv (by norm_num)
  have h : HasDerivAt (hfEnergy c) _ x :=
    hS.fun_sub (((hA.fun_mul hL).const_add (1 / 2)).const_mul c)
  refine h.congr_deriv ?_
  generalize Real.log ((1 + x) / (1 - x)) = L
  field_simp
  ring
```

For positivity, the bound L(x) ≥ 2x comes from a Mathlib inequality, 2u/(u+2) ≤ ln(1+u) for u ≥ 0, taken at u = 2x/(1−x). The identity `hA` is the x/2 of the hand calculation. The result ensures that, for c ≥ 0, the quotients 1/E′ and D are genuine ones inside the sphere and do not rest on Lean's convention for division by zero.

```lean
/-- For `c ≥ 0` the Hartree-Fock velocity is strictly positive at every `0 < x < 1`. -/
theorem velocity_pos {c x : ℝ} (hc : 0 ≤ c) (h0 : 0 < x) (h1 : x < 1) :
    0 < deriv (hfEnergy c) x := by
  have hm : 0 < 1 - x := by linarith
  have hm' : 1 - x ≠ 0 := hm.ne'
  -- the elementary bound `2x ≤ log ((1+x)/(1-x))`
  have h := Real.le_log_one_add_of_nonneg (x := 2 * x / (1 - x))
    (div_pos (by linarith) hm).le
  have e1 : 1 + 2 * x / (1 - x) = (1 + x) / (1 - x) := by field_simp; ring
  have e2 : 2 * x / (1 - x) + 2 = 2 / (1 - x) := by field_simp; ring
  have e3 : 2 * (2 * x / (1 - x)) / (2 / (1 - x)) = 2 * x := by field_simp
  rw [e1, e2, e3] at h
  have hmul := mul_le_mul_of_nonneg_left h
    (by positivity : 0 ≤ (1 + x ^ 2) / (4 * x ^ 2))
  have hA : (1 + x ^ 2) / (4 * x ^ 2) * (2 * x) - 1 / (2 * x) = x / 2 := by
    field_simp
    ring
  rw [(hasDerivAt_hfEnergy c h0 h1).deriv]
  have hex : 0 ≤ (1 + x ^ 2) / (4 * x ^ 2) * Real.log ((1 + x) / (1 - x)) - 1 / (2 * x) := by
    linarith
  have := mul_nonneg hc hex
  linarith
```

## The logarithmic law

The filter `𝓝[<] 1` expresses x → 1⁻, an approach through occupied states only. The first limit is Λ(x) → ∞: 1−x tends to zero through positive values, its inverse tends to infinity, and so does the logarithm of that inverse.

```lean
/-- The logarithm `ln (1/(1-x))` grows without bound as `x` approaches the Fermi surface from
inside. -/
theorem tendsto_fermiLog :
    Tendsto (fun x : ℝ => Real.log (1 / (1 - x))) (𝓝[<] 1) atTop := by
  have hcont : Continuous fun x : ℝ => 1 - x := by fun_prop
  have h : Tendsto (fun x : ℝ => 1 - x) (𝓝[<] 1) (𝓝[>] 0) := by
    refine tendsto_nhdsWithin_iff.mpr
      ⟨(hcont.tendsto' 1 0 (by norm_num)).mono_left nhdsWithin_le_nhds, ?_⟩
    filter_upwards [self_mem_nhdsWithin] with x hx
    have hx' : x < 1 := hx
    show (0 : ℝ) < 1 - x
    linarith
  simp only [one_div]
  exact Real.tendsto_log_atTop.comp (tendsto_inv_nhdsGT_zero.comp h)
```

The next theorem gives the finite constant. The auxiliary function `g` is the right-hand side of the split formula, with (1−x)Λ(x) written as −(1−x) ln(1−x). Mathlib's continuity of y ln y, including at y = 0, does the work of the substitution 1−x = e^(−t). Thus `g` is continuous at 1, `hval` evaluates it there, and the last lines show that it agrees with E′ − (c/2)Λ on (0,1).

```lean
/-- Once `(c/2) ln (1/(1-x))` is subtracted, the Hartree-Fock velocity has the finite limit
`1 + (c/2)(ln 2 - 1)` at the Fermi surface. -/
theorem velocity_sub_log (c : ℝ) :
    Tendsto (fun x => deriv (hfEnergy c) x - c / 2 * Real.log (1 / (1 - x))) (𝓝[<] 1)
      (𝓝 (1 + c / 2 * (Real.log 2 - 1))) := by
  -- the remainder, with the singular logarithm tamed by a factor `1 - x`
  obtain ⟨g, hg⟩ : ∃ g : ℝ → ℝ, g = fun x =>
      (x + c * ((1 + x ^ 2) / (4 * x ^ 2) * Real.log (1 + x) - 1 / (2 * x)))
        - c * ((1 + x) / (4 * x ^ 2)) * ((1 - x) * Real.log (1 - x)) := ⟨_, rfl⟩
  have hc : Continuous fun x : ℝ => (1 - x) * Real.log (1 - x) :=
    Real.continuous_mul_log.comp (by fun_prop : Continuous fun x : ℝ => 1 - x)
  have h1 : ContinuousAt (fun x : ℝ =>
      x + c * ((1 + x ^ 2) / (4 * x ^ 2) * Real.log (1 + x) - 1 / (2 * x))) 1 := by
    fun_prop (disch := norm_num)
  have h2 : ContinuousAt (fun x : ℝ => c * ((1 + x) / (4 * x ^ 2))) 1 := by
    fun_prop (disch := norm_num)
  have hcont : ContinuousAt g 1 := by
    rw [hg]
    exact h1.sub (h2.mul hc.continuousAt)
  have hval : g 1 = 1 + c / 2 * (Real.log 2 - 1) := by
    have h11 : (1 : ℝ) + 1 = 2 := by norm_num
    simp only [hg, sub_self, zero_mul, mul_zero, h11]
    ring
  rw [← hval]
  refine (hcont.tendsto.mono_left nhdsWithin_le_nhds).congr' ?_
  filter_upwards [Ioo_mem_nhdsLT (by norm_num : (0 : ℝ) < 1)] with x hx
  have hx0 : x ≠ 0 := hx.1.ne'
  have hp : 1 + x ≠ 0 := by linarith [hx.1]
  have hm : 1 - x ≠ 0 := by linarith [hx.2]
  rw [hg, (hasDerivAt_hfEnergy c hx.1 hx.2).deriv, Real.log_div hp hm, one_div (1 - x),
    Real.log_inv]
  beta_reduce
  generalize Real.log (1 + x) = p
  generalize Real.log (1 - x) = q
  field_simp <;> ring
```

Dividing a convergent quantity by Λ gives zero, and adding c/2 back gives the law. It holds for every real `c`. For c > 0 it makes the velocity diverge logarithmically; at c = 0 the velocity is x, which stays finite, and the ratio tends to zero.

```lean
/-- As `x` approaches the Fermi surface from inside, the ratio of the Hartree-Fock velocity to
`ln (1/(1-x))` tends to `c/2`. -/
theorem velocity_log_law (c : ℝ) :
    Tendsto (fun x => deriv (hfEnergy c) x / Real.log (1 / (1 - x))) (𝓝[<] 1)
      (𝓝 (c / 2)) := by
  have h := ((velocity_sub_log c).div_atTop tendsto_fermiLog).add_const (c / 2)
  rw [zero_add] at h
  refine h.congr' ?_
  filter_upwards [tendsto_fermiLog.eventually_gt_atTop 0] with x hl
  rw [sub_div, mul_div_cancel_right₀ _ hl.ne', sub_add_cancel]
```

The reciprocal is treated as by hand: the inverse of E′/Λ has a finite limit, and a further division by Λ sends it to zero. The hypothesis `0 < c` stands for exchange that lowers the energy, but the argument uses only c ≠ 0. At c = 0 the reciprocal tends to 1.

```lean
/-- For `c > 0` the reciprocal of the Hartree-Fock velocity tends to zero at the Fermi surface. -/
theorem inverse_velocity_tendsto_zero {c : ℝ} (hc : 0 < c) :
    Tendsto (fun x => 1 / deriv (hfEnergy c) x) (𝓝[<] 1) (𝓝 0) := by
  have h := ((velocity_log_law c).inv₀ (half_pos hc).ne').div_atTop tendsto_fermiLog
  refine h.congr' ?_
  filter_upwards [tendsto_fermiLog.eventually_gt_atTop 0] with x hl
  show (deriv (hfEnergy c) x / Real.log (1 / (1 - x)))⁻¹ / Real.log (1 / (1 - x)) = _
  rw [inv_div, div_right_comm, div_self hl.ne']
```

## The density of states with and without exchange

The derivative of the state count is the surface factor x²/π².

```lean
/-- The number of states grows with wavenumber at the rate `x²/π²`. -/
theorem deriv_stateCount (x : ℝ) : deriv stateCount x = x ^ 2 / Real.pi ^ 2 := by
  have hpi := Real.pi_ne_zero
  have h : HasDerivAt stateCount _ x := (hasDerivAt_pow 3 x).div_const (3 * Real.pi ^ 2)
  rw [h.deriv]
  norm_num <;> field_simp
```

The theorem on the density of states has two parts, the limit zero and the rate. The proof obtains the rate first, as `hrate`, by dividing the limit of x²/π² by that of E′/Λ. A division by Λ then gives the limit zero.

```lean
/-- For `c > 0` the Hartree-Fock density of states vanishes at the Fermi surface, and its product
with `ln (1/(1-x))` tends to `2/(π² c)`. -/
theorem densityOfStates_vanishes {c : ℝ} (hc : 0 < c) :
    Tendsto (densityOfStates c) (𝓝[<] 1) (𝓝 0) ∧
    Tendsto (fun x => densityOfStates c x * Real.log (1 / (1 - x))) (𝓝[<] 1)
      (𝓝 (2 / (Real.pi ^ 2 * c))) := by
  have hpi := Real.pi_ne_zero
  have hN : Tendsto (fun x : ℝ => x ^ 2 / Real.pi ^ 2) (𝓝[<] 1) (𝓝 (1 / Real.pi ^ 2)) := by
    have hcont : Continuous fun x : ℝ => x ^ 2 / Real.pi ^ 2 := by fun_prop
    exact (hcont.tendsto' 1 _ (by rw [one_pow])).mono_left nhdsWithin_le_nhds
  have hrate : Tendsto (fun x => densityOfStates c x * Real.log (1 / (1 - x))) (𝓝[<] 1)
      (𝓝 (2 / (Real.pi ^ 2 * c))) := by
    have h := hN.div (velocity_log_law c) (half_pos hc).ne'
    have e : 1 / Real.pi ^ 2 / (c / 2) = 2 / (Real.pi ^ 2 * c) := by field_simp
    rw [e] at h
    refine h.congr fun x => ?_
    show x ^ 2 / Real.pi ^ 2 / (deriv (hfEnergy c) x / Real.log (1 / (1 - x))) = _
    rw [densityOfStates, deriv_stateCount, div_div_eq_mul_div]
    ring
  refine ⟨(hrate.div_atTop tendsto_fermiLog).congr' ?_, hrate⟩
  filter_upwards [tendsto_fermiLog.eventually_gt_atTop 0] with x hl
  exact mul_div_cancel_right₀ _ hl.ne'
```

The free gas provides the comparison: with `c` set to zero, the closed form of the slope reduces to x.

```lean
/-- Without exchange (`c = 0`) the density of states at `0 < x < 1` is `x/π²`. -/
theorem densityOfStates_free {x : ℝ} (h0 : 0 < x) (h1 : x < 1) :
    densityOfStates 0 x = x / Real.pi ^ 2 := by
  have hpi := Real.pi_ne_zero
  rw [densityOfStates, deriv_stateCount, (hasDerivAt_hfEnergy 0 h0 h1).deriv, zero_mul, add_zero]
  field_simp

end

end HartreeFockFermiSurface
```

```lean
#print axioms HartreeFockFermiSurface.velocity_pos
-- 'HartreeFockFermiSurface.velocity_pos' depends on axioms: [propext, Classical.choice, Quot.sound]
#print axioms HartreeFockFermiSurface.inverse_velocity_tendsto_zero
-- 'HartreeFockFermiSurface.inverse_velocity_tendsto_zero' depends on axioms: [propext, Classical.choice, Quot.sound]
#print axioms HartreeFockFermiSurface.densityOfStates_vanishes
-- 'HartreeFockFermiSurface.densityOfStates_vanishes' depends on axioms: [propext, Classical.choice, Quot.sound]
#print axioms HartreeFockFermiSurface.densityOfStates_free
-- 'HartreeFockFermiSurface.densityOfStates_free' depends on axioms: [propext, Classical.choice, Quot.sound]
```

For electronic-structure calculations on metals, the result shows what unscreened exchange does in this infinite, uniform, zero-temperature model: it removes the density of states at the Fermi level, however small c > 0 is. A small c only confines the effect to a narrower range of wavenumbers.
